# Lehmann inclusion: a harmonic Ritz value of a real symmetric matrix gives an interval next to the shift that contains an eigenvalue

A harmonic Ritz pair is taken here to be any number $\theta$ and coefficient vector $c$ with $W^TWc=\theta\,W^TVc$, where $A$ is a real symmetric matrix, $s$ is a shift, the columns of $V$ span the search space and $W=(A-s)V$; the condition $Vc\neq0$ is a separate hypothesis, so the columns of $V$ may be linearly dependent. If $A-s$ is invertible and $Vc\neq0$, a positive $\theta$ guarantees an eigenvalue of $A$ in $(s,s+\theta]$, and a negative $\theta$ guarantees one in $[s+\theta,s)$.

```lean
import Mathlib

open Matrix

namespace HarmonicRitzLehmann

noncomputable section

variable {n m : Type*} [Fintype n] [DecidableEq n] [Fintype m]

/-- The shifted matrix `B = A - s`. -/
def shifted (A : Matrix n n ℝ) (s : ℝ) : Matrix n n ℝ := A - s • (1 : Matrix n n ℝ)

/-- The number `μ` is an eigenvalue of `A`: some nonzero vector `x` satisfies `A x = μ x`. -/
def IsEigenvalue (A : Matrix n n ℝ) (μ : ℝ) : Prop :=
  ∃ x : n → ℝ, x ≠ 0 ∧ A *ᵥ x = μ • x

/-- The harmonic Ritz equation `Wᵀ W c = θ Wᵀ V c` with `W = (A - s) V`, for the search space
spanned by the columns of `V`; `θ` is measured from the shift `s`. -/
def IsHarmonicRitz (A : Matrix n n ℝ) (s : ℝ) (V : Matrix n m ℝ) (θ : ℝ) (c : m → ℝ) : Prop :=
  ((shifted A s * V)ᵀ * (shifted A s * V)) *ᵥ c = θ • (((shifted A s * V)ᵀ * V) *ᵥ c)

/-- The shifted matrix acts as `B y = A y - s y`. -/
theorem shifted_mulVec (A : Matrix n n ℝ) (s : ℝ) (y : n → ℝ) :
    shifted A s *ᵥ y = A *ᵥ y - s • y := by
  simp [shifted, Matrix.sub_mulVec, Matrix.smul_mulVec]

/-- For an invertible `B = A - s` and `θ ≠ 0`, the harmonic Ritz equation holds exactly when the
residual of `B⁻¹` at the vector `W c` with value `1/θ` is orthogonal to the columns of `W`. -/
theorem isHarmonicRitz_iff_galerkin_inverse (A : Matrix n n ℝ) (s : ℝ) (V : Matrix n m ℝ)
    {θ : ℝ} (c : m → ℝ) (hB : IsUnit (shifted A s).det) (hθ : θ ≠ 0) :
    IsHarmonicRitz A s V θ c ↔
      (shifted A s * V)ᵀ *ᵥ ((shifted A s)⁻¹ *ᵥ ((shifted A s * V) *ᵥ c)
        - θ⁻¹ • ((shifted A s * V) *ᵥ c)) = 0 := by
  -- the inverse undoes the shifted matrix: `B⁻¹ W c = V c`
  have hV : (shifted A s)⁻¹ *ᵥ ((shifted A s * V) *ᵥ c) = V *ᵥ c := by
    rw [Matrix.mulVec_mulVec, ← Matrix.mul_assoc, Matrix.nonsing_inv_mul _ hB, Matrix.one_mul]
  rw [hV, Matrix.mulVec_sub, Matrix.mulVec_smul, Matrix.mulVec_mulVec, Matrix.mulVec_mulVec,
    sub_eq_zero]
  unfold IsHarmonicRitz
  constructor
  · intro h
    rw [h, smul_smul, inv_mul_cancel₀ hθ, one_smul]
  · intro h
    rw [h, smul_smul, mul_inv_cancel₀ hθ, one_smul]

/-- A harmonic Ritz vector `y = V c` satisfies `⟨B y, B y⟩ = θ ⟨B y, y⟩`. -/
theorem IsHarmonicRitz.quadratic {A : Matrix n n ℝ} {s : ℝ} {V : Matrix n m ℝ} {θ : ℝ}
    {c : m → ℝ} (h : IsHarmonicRitz A s V θ c) :
    (shifted A s *ᵥ (V *ᵥ c)) ⬝ᵥ (shifted A s *ᵥ (V *ᵥ c))
      = θ * ((shifted A s *ᵥ (V *ᵥ c)) ⬝ᵥ (V *ᵥ c)) := by
  have key : ∀ M N : Matrix n m ℝ, c ⬝ᵥ ((Mᵀ * N) *ᵥ c) = (M *ᵥ c) ⬝ᵥ (N *ᵥ c) := by
    intro M N
    rw [← Matrix.mulVec_mulVec, Matrix.dotProduct_mulVec, Matrix.vecMul_transpose]
  -- contract the harmonic Ritz equation with `c`
  have h2 := congrArg (fun v => c ⬝ᵥ v) h
  simp only [dotProduct_smul, smul_eq_mul, key] at h2
  rw [Matrix.mulVec_mulVec]
  exact h2

/-- A real symmetric matrix has a family of eigenvectors in which every scalar product is the sum
of the products of components. -/
theorem exists_eigenbasis {A : Matrix n n ℝ} (hA : A.IsSymm) :
    ∃ (lam : n → ℝ) (e : n → n → ℝ), (∀ i, e i ≠ 0) ∧ (∀ i, A *ᵥ e i = lam i • e i) ∧
      ∀ u v : n → ℝ, u ⬝ᵥ v = ∑ i, (e i ⬝ᵥ u) * (e i ⬝ᵥ v) := by
  have hH : A.IsHermitian := by
    rw [Matrix.IsHermitian, Matrix.conjTranspose_eq_transpose_of_trivial]
    exact hA
  refine ⟨hH.eigenvalues, fun i => (hH.eigenvectorBasis i).ofLp, fun i h => ?_,
    fun i => hH.mulVec_eigenvectorBasis i, fun u v => ?_⟩
  · apply hH.eigenvectorBasis.orthonormal.ne_zero i
    ext j
    exact congrFun h j
  · have h := hH.eigenvectorBasis.sum_inner_mul_inner (WithLp.toLp 2 u) (WithLp.toLp 2 v)
    simp only [EuclideanSpace.inner_eq_star_dotProduct, star_trivial] at h
    refine (dotProduct_comm u v).trans (h.symm.trans ?_)
    refine Finset.sum_congr rfl fun i _ => ?_
    exact congrArg _ (dotProduct_comm _ _)

/-- Let `A` be real symmetric and `B = A - s`. If `B y ≠ 0` and `⟨B y, B y⟩ = θ ⟨B y, y⟩`, then `A`
has an eigenvalue `μ ≠ s` with `(μ - s)(μ - s - θ) ≤ 0`. -/
theorem exists_eigenvalue_of_quadratic {A : Matrix n n ℝ} (hA : A.IsSymm) {s θ : ℝ}
    {y : n → ℝ} (hy : shifted A s *ᵥ y ≠ 0)
    (h : (shifted A s *ᵥ y) ⬝ᵥ (shifted A s *ᵥ y) = θ * ((shifted A s *ᵥ y) ⬝ᵥ y)) :
    ∃ μ, IsEigenvalue A μ ∧ μ ≠ s ∧ (μ - s) * (μ - s - θ) ≤ 0 := by
  obtain ⟨lam, e, he0, he, hP⟩ := exists_eigenbasis hA
  -- components of `B y` in the eigenbasis
  have hB : ∀ i, e i ⬝ᵥ (shifted A s *ᵥ y) = (lam i - s) * (e i ⬝ᵥ y) := by
    intro i
    rw [shifted_mulVec, dotProduct_sub, dotProduct_smul, Matrix.dotProduct_mulVec,
      ← Matrix.mulVec_transpose, hA.eq, he, smul_dotProduct, smul_eq_mul, smul_eq_mul]
    ring
  by_contra hno
  have hpos : ∀ i, lam i ≠ s → 0 < (lam i - s) * (lam i - s - θ) := fun i hi =>
    not_le.mp fun hle => hno ⟨lam i, ⟨e i, he0 i, he i⟩, hi, hle⟩
  have hsum : ∑ i, (lam i - s) * (lam i - s - θ) * (e i ⬝ᵥ y) ^ 2 = 0 := by
    rw [hP (shifted A s *ᵥ y) (shifted A s *ᵥ y), hP (shifted A s *ᵥ y) y,
      Finset.mul_sum] at h
    simp only [hB] at h
    rw [← sub_eq_zero, ← Finset.sum_sub_distrib] at h
    rw [← h]
    refine Finset.sum_congr rfl fun i _ => ?_
    ring
  -- some component of `B y` is nonzero
  have hex : ∃ i, (lam i - s) * (e i ⬝ᵥ y) ≠ 0 := by
    by_contra hall
    have hz : ∀ i, (lam i - s) * (e i ⬝ᵥ y) = 0 := fun i =>
      not_not.mp fun hi => hall ⟨i, hi⟩
    apply hy
    apply dotProduct_self_eq_zero.mp
    rw [hP]
    exact Finset.sum_eq_zero fun i _ => by rw [hB, hz, mul_zero]
  obtain ⟨i, hi⟩ := hex
  have hlt : 0 < ∑ i, (lam i - s) * (lam i - s - θ) * (e i ⬝ᵥ y) ^ 2 := by
    refine Finset.sum_pos' (fun j _ => ?_) ⟨i, Finset.mem_univ i, ?_⟩
    · by_cases hj : lam j = s
      · simp [hj]
      · exact mul_nonneg (hpos j hj).le (sq_nonneg _)
    · have h1 : lam i ≠ s := fun h1 => hi (by rw [h1, sub_self, zero_mul])
      have h2 : e i ⬝ᵥ y ≠ 0 := fun h2 => hi (by rw [h2, mul_zero])
      exact mul_pos (hpos i h1) (by positivity)
  exact absurd hsum hlt.ne'

/-- Lehmann inclusion, for a real symmetric `A` with `A - s` invertible: a harmonic Ritz value `θ >
0` with nonzero Ritz vector puts an eigenvalue of `A` in `(s, s + θ]`, and a harmonic Ritz value `θ
< 0` puts one in `[s + θ, s)`. -/
theorem lehmann_inclusion {A : Matrix n n ℝ} (hA : A.IsSymm) {s θ : ℝ}
    (hB : IsUnit (shifted A s).det) {V : Matrix n m ℝ} {c : m → ℝ} (hc : V *ᵥ c ≠ 0)
    (h : IsHarmonicRitz A s V θ c) :
    (0 < θ → ∃ μ ∈ Set.Ioc s (s + θ), IsEigenvalue A μ) ∧
      (θ < 0 → ∃ μ ∈ Set.Ico (s + θ) s, IsEigenvalue A μ) := by
  -- invertibility of `B` keeps `B V c` away from zero
  have hy : shifted A s *ᵥ (V *ᵥ c) ≠ 0 := by
    intro h0
    apply hc
    have h1 := congrArg (fun v => (shifted A s)⁻¹ *ᵥ v) h0
    simp only [Matrix.mulVec_zero] at h1
    rwa [Matrix.mulVec_mulVec, Matrix.nonsing_inv_mul _ hB, Matrix.one_mulVec] at h1
  obtain ⟨μ, hμ, hne, hle⟩ := exists_eigenvalue_of_quadratic hA hy h.quadratic
  constructor
  · intro hθ
    refine ⟨μ, ⟨?_, ?_⟩, hμ⟩
    · by_contra hcon
      have h1 : μ < s := lt_of_le_of_ne (not_lt.mp hcon) hne
      nlinarith [mul_pos_of_neg_of_neg (sub_neg.mpr h1) (by linarith : μ - s - θ < 0)]
    · by_contra hcon
      have h1 : s + θ < μ := not_le.mp hcon
      nlinarith [mul_pos (by linarith : 0 < μ - s) (by linarith : 0 < μ - s - θ)]
  · intro hθ
    refine ⟨μ, ⟨?_, ?_⟩, hμ⟩
    · by_contra hcon
      have h1 : μ < s + θ := not_le.mp hcon
      nlinarith [mul_pos_of_neg_of_neg (by linarith : μ - s < 0)
        (by linarith : μ - s - θ < 0)]
    · by_contra hcon
      have h1 : s < μ := lt_of_le_of_ne (not_lt.mp hcon) (Ne.symm hne)
      nlinarith [mul_pos (sub_pos.mpr h1) (by linarith : 0 < μ - s - θ)]

/-- If `V c` satisfies `A V c = μ V c`, then `c` solves the harmonic Ritz equation with
`θ = μ - s`. -/
theorem isHarmonicRitz_of_eigenvector {A : Matrix n n ℝ} (s : ℝ) {μ : ℝ} {V : Matrix n m ℝ}
    {c : m → ℝ} (h : A *ᵥ (V *ᵥ c) = μ • (V *ᵥ c)) : IsHarmonicRitz A s V (μ - s) c := by
  have hW : (shifted A s * V) *ᵥ c = (μ - s) • (V *ᵥ c) := by
    rw [← Matrix.mulVec_mulVec, shifted_mulVec, h, sub_smul]
  unfold IsHarmonicRitz
  rw [← Matrix.mulVec_mulVec, hW, Matrix.mulVec_smul, Matrix.mulVec_mulVec]

/-- The symmetric matrix with rows `(1, 2)` and `(2, 1)`, the shift `0` and the search space
spanned by the first basis vector meet all hypotheses of the inclusion, with `θ = 5`. -/
theorem lehmann_inclusion_witness :
    (!![1, 2; 2, 1] : Matrix (Fin 2) (Fin 2) ℝ).IsSymm ∧
      IsUnit (shifted (!![1, 2; 2, 1] : Matrix (Fin 2) (Fin 2) ℝ) 0).det ∧
      (!![1; 0] : Matrix (Fin 2) (Fin 1) ℝ) *ᵥ ![1] ≠ 0 ∧
      IsHarmonicRitz (!![1, 2; 2, 1] : Matrix (Fin 2) (Fin 2) ℝ) 0 !![1; 0] 5 ![1] := by
  have hs : shifted (!![1, 2; 2, 1] : Matrix (Fin 2) (Fin 2) ℝ) 0 = !![1, 2; 2, 1] := by
    rw [shifted, zero_smul, sub_zero]
  refine ⟨?_, ?_, ?_, ?_⟩
  · unfold Matrix.IsSymm
    ext i j
    fin_cases i <;> fin_cases j <;> rfl
  · rw [hs, Matrix.det_fin_two_of, isUnit_iff_ne_zero]
    norm_num
  · intro h
    have h0 := congrFun h 0
    simp [Matrix.mulVec, dotProduct] at h0
  · unfold IsHarmonicRitz
    rw [hs]
    ext i
    fin_cases i
    norm_num [Matrix.mulVec, dotProduct, Matrix.mul_apply, Fin.sum_univ_succ]

end

end HarmonicRitzLehmann
```

```lean
#print axioms HarmonicRitzLehmann.isHarmonicRitz_iff_galerkin_inverse
-- 'HarmonicRitzLehmann.isHarmonicRitz_iff_galerkin_inverse' depends on axioms: [propext, Classical.choice, Quot.sound]
#print axioms HarmonicRitzLehmann.lehmann_inclusion
-- 'HarmonicRitzLehmann.lehmann_inclusion' depends on axioms: [propext, Classical.choice, Quot.sound]
#print axioms HarmonicRitzLehmann.isHarmonicRitz_of_eigenvector
-- 'HarmonicRitzLehmann.isHarmonicRitz_of_eigenvector' depends on axioms: [propext, Classical.choice, Quot.sound]
```

## The harmonic Ritz equation and its hypotheses

The matrix `A : Matrix n n ℝ` plays the part of a Hamiltonian in a finite orthonormal basis, with real matrix elements. The index type `n` labels the basis functions and `m` labels the columns of $V$. The definition `shifted A s` is $B=A-s$, with $s$ multiplying the identity matrix. In Lean, `*ᵥ` applies a matrix to a vector and `⬝ᵥ` is the real scalar product.

`IsEigenvalue A μ` says that some nonzero $x$ satisfies $Ax=\mu x$. `IsHarmonicRitz A s V θ c` is the equation from the opening. It fixes the convention that $\theta$ is measured from the shift, so the corresponding estimate of an eigenvalue of $A$ is $s+\theta$.

The equation alone admits empty solutions: if $Vc=0$, both sides vanish for every $\theta$. The hypothesis `hc : V *ᵥ c ≠ 0` removes these and says that the Ritz vector $y=Vc$ is an actual state. It need not be normalised, since the equation is unchanged when $c$ is rescaled.

The hypothesis `hB : IsUnit (shifted A s).det` says that $\det(A-s)\neq0$, so the shift does not coincide with an energy level of the matrix. The hypothesis `hA : A.IsSymm` is symmetry, which provides real eigenvalues and an orthonormal eigenbasis.

The conclusion of `lehmann_inclusion` has two parts, one for each sign of $\theta$. `Set.Ioc s (s + θ)` is the interval $(s,s+\theta]$, and `Set.Ico (s + θ) s` is $[s+\theta,s)$. The case $\theta=0$ does not arise under these hypotheses, because the quadratic identity derived below would then give $By=0$.

## What the interval says about energy levels

For a real symmetric Hamiltonian matrix in a finite orthonormal basis, $s$ can be a target energy strictly between two neighbouring levels, and the theorem turns a harmonic Ritz value into an interval on one side of the target that contains a level of that matrix. It concerns exact arithmetic and the matrix as given; rounding errors and the error of the finite basis are separate matters.

Lehmann's name is also attached to bounds that count eigenvalues by using several harmonic Ritz values together. The theorem here treats one pair at a time, so two different pairs may point to the same eigenvalue. It also takes the pair as given and does not claim that one exists. With a single search vector $y$ for which $y^TBy=0$ and $By\neq0$, for instance, the equation has no solution with $c\neq0$. Complex Hermitian matrices and generalised problems with an overlap matrix are not treated.

## A Galerkin condition for the inverse

Since $W=BV$ and $B$ is invertible,

$$B^{-1}Wc=B^{-1}BVc=Vc .$$

For $\theta\neq0$ the condition

$$W^T\left(B^{-1}Wc-\theta^{-1}Wc\right)=0$$

therefore reads $W^TVc=\theta^{-1}W^TWc$. Multiplication by $\theta$ gives the harmonic Ritz equation, and division by $\theta$ leads back. A harmonic Ritz pair with $\theta\neq0$ and $Vc\neq0$ thus gives an ordinary Rayleigh-Ritz pair, with Ritz vector $Wc$, for $B^{-1}$ on the space spanned by the columns of $W$, with value $1/\theta$.

This is `isHarmonicRitz_iff_galerkin_inverse`. Its step `hV` is the identity $B^{-1}Wc=Vc$, and the two branches after `constructor` multiply by $\theta^{-1}$ and by $\theta$. Symmetry of $A$ is not used.

## From the projected equation to a quadratic identity

Take the scalar product of the harmonic Ritz equation with $c$, and write $y=Vc$, so that $Wc=By$. The left side becomes

$$c^TW^TWc=(Wc)^T(Wc)=\|By\|^2,$$

and the right side becomes

$$\theta\,c^TW^TVc=\theta\,(Wc)^T(Vc)=\theta\,\langle By,y\rangle .$$

Hence

$$\|By\|^2=\theta\,\langle By,y\rangle .$$

The lemma `IsHarmonicRitz.quadratic` follows this calculation. Its local statement `key` is the rule $c^TM^TNc=(Mc)^T(Nc)$, and `h2` is the equation contracted with $c$. From here on the search space enters only through the one vector $y$.

## Why an eigenvalue must lie in the interval

Let $e_i$ be an orthonormal eigenbasis with $Ae_i=\lambda_ie_i$, and let $a_i=\langle e_i,y\rangle$. Because $A$ is symmetric,

$$\langle e_i,By\rangle=\langle Ae_i,y\rangle-s\langle e_i,y\rangle=(\lambda_i-s)a_i .$$

Expanding both sides of the quadratic identity gives

$$\sum_i(\lambda_i-s)^2a_i^2=\theta\sum_i(\lambda_i-s)a_i^2,$$

and moving everything to one side gives

$$\sum_i(\lambda_i-s)(\lambda_i-s-\theta)\,a_i^2=0 .$$

The vector $By$ is nonzero: if it vanished, applying $B^{-1}$ would give $y=0$. So at least one component $(\lambda_i-s)a_i$ is nonzero, which means $\lambda_i\neq s$ and $a_i\neq0$ for that $i$.

Suppose now that $(\lambda_i-s)(\lambda_i-s-\theta)>0$ whenever $\lambda_i\neq s$. Every term of the sum would be nonnegative and at least one would be positive, so the sum could not be zero. Therefore some eigenvalue $\mu\neq s$ satisfies

$$(\mu-s)(\mu-s-\theta)\leq0 .$$

A product of two real numbers is positive when both have the same strict sign. For $\theta>0$, $\mu<s$ would make both factors negative and $\mu>s+\theta$ would make both positive. Both are excluded, and with $\mu\neq s$ this leaves $s<\mu\leq s+\theta$. For $\theta<0$, $\mu<s+\theta$ would make both factors negative and $\mu>s$ would make both positive, which leaves $s+\theta\leq\mu<s$.

In Lean, `exists_eigenbasis` supplies the eigenvalues `lam i`, the nonzero eigenvectors `e i`, and the expansion $\langle u,v\rangle=\sum_i\langle e_i,u\rangle\langle e_i,v\rangle$. It obtains them from Mathlib's spectral theorem for Hermitian matrices, since a real symmetric matrix is Hermitian.

The sum argument is `exists_eigenvalue_of_quadratic`. There `hB` gives the components of $By$, `hsum` is the vanishing sum, and `hex` finds a nonzero component. The assumption made by `by_contra hno` becomes the positivity statement `hpos`; `Finset.sum_pos'` then yields a positive sum, in contradiction to `hsum`. In place of invertibility this lemma assumes only $By\neq0$, so it allows $s$ itself to be an eigenvalue, and terms with $\lambda_i=s$ simply contribute zero.

The theorem `lehmann_inclusion` uses invertibility to prove $By\neq0$ in `hy`, then applies the two lemmas. Its four `nlinarith` calls are the four sign contradictions, one for each end of each interval.

## An exact eigenvector and a two-level matrix

Suppose the search space contains a vector $Vc$ with $AVc=\mu Vc$. Then $Wc=(\mu-s)Vc$, and multiplication by $W^T$ gives

$$W^TWc=(\mu-s)\,W^TVc .$$

So $c$ solves the harmonic Ritz equation with $\theta=\mu-s$, as `isHarmonicRitz_of_eigenvector` states. If $Vc\neq0$, the estimate $s+\theta$ is then the eigenvalue $\mu$ itself, which sits at the closed end of the interval when $\mu\neq s$.

The theorem `lehmann_inclusion_witness` checks the hypotheses for

$$A=\begin{pmatrix}1&2\\2&1\end{pmatrix},\qquad s=0,\qquad V=\begin{pmatrix}1\\0\end{pmatrix},\qquad c=(1).$$

The determinant is $-3$, so $B=A$ is invertible. Here $W=(1,2)^T$, which gives $W^TW=5$ and $W^TV=1$, hence $\theta=5$. The inclusion places an eigenvalue in $(0,5]$. The eigenvalues of this matrix are $-1$ and $3$, and $3$ is the one in the interval.
